# Shifting and scaling the levels at fixed orthonormal orbitals shifts and scales the operator

Take a finite-dimensional operator H = U diag(d) U*, over the real or complex numbers, with real levels d and the columns of a unitary matrix U as its orbitals. The lemma states that replacing every level dᵢ by a + b dᵢ, for any real a and b, while keeping the same orbitals, gives the operator a·1 + b·H. The attempt first proves the corresponding identity for the diagonal matrices, entry by entry, treating diagonal and off-diagonal entries separately. It then multiplies by U on the left and U* on the right, and uses U U* = 1 to simplify the constant term.

As first written in Lean, the proof fails:

```lean
import Mathlib

open Matrix
open scoped ComplexOrder

namespace GrandCanonicalVariational

noncomputable section

variable {𝕜 n : Type*} [RCLike 𝕜] [Fintype n] [DecidableEq n]

/-- The operator `U diag(d) U*` with real levels `d` and the columns of `U` as orbitals. -/
def fromLevels (U : Matrix n n 𝕜) (d : n → ℝ) : Matrix n n 𝕜 :=
  U * diagonal (fun i => (d i : 𝕜)) * star U

variable {U P : Matrix n n 𝕜}

/-- Shifting and scaling the levels shifts and scales the operator. -/
theorem fromLevels_affine (hU : U ∈ unitaryGroup n 𝕜) (a b : ℝ) (d : n → ℝ) :
    fromLevels U (fun i => a + b * d i) =
      (a : 𝕜) • (1 : Matrix n n 𝕜) + (b : 𝕜) • fromLevels U d := by
  have hUU : U * star U = 1 := mem_unitaryGroup_iff.1 hU
  have hD : diagonal (fun i => ((a + b * d i : ℝ) : 𝕜)) =
      (a : 𝕜) • (1 : Matrix n n 𝕜) + (b : 𝕜) • diagonal (fun i => (d i : 𝕜)) := by
    ext i j
    by_cases h : i = j
    · subst h
      simp
    · simp [h]
  simp only [fromLevels, hD, mul_add, add_mul, Matrix.mul_smul, Matrix.smul_mul, mul_one, hUU]

end

end GrandCanonicalVariational
```

Lean reports:

```
Main.lean:27:4: error: unsolved goals
case pos
𝕜 : Type u_1
n : Type u_2
inst✝² : RCLike 𝕜
inst✝¹ : Fintype n
inst✝ : DecidableEq n
U : Matrix n n 𝕜
hU : U ∈ unitaryGroup n 𝕜
a b : ℝ
d : n → ℝ
hUU : U * star U = 1
i : n
⊢ (algebraMap ℝ 𝕜) a = a • 1
```

The error lies in the diagonal case of `hD`, where `simp` stops at `(algebraMap ℝ 𝕜) a = a • 1`. The equation is true: both sides are the real number `a` regarded as an element of `𝕜`. But `simp` has left them in different forms. On the left `a` is carried into `𝕜` by `algebraMap`; on the right the real number `a` itself acts on `1`. The scalar in `hD` was `(a : 𝕜)`, so `simp` has rewritten the action of `(a : 𝕜)` as an action of the real `a`. After that `smul_eq_mul`, which `simp` also knows, no longer applies, because it needs the scalar and the element it acts on to have the same type.

The repair uses `simp only` with a list that contains no rewrite from a scalar in `𝕜` to a real one. The entry lemmas reduce the matrices to their diagonal entries with the scalars still in `𝕜`, so `smul_eq_mul` turns their actions into products and `mul_one` removes the factor `1`. On the left, `RCLike.ofReal_add` and `RCLike.ofReal_mul` carry the coercion through the sum and the product. Both sides become the same expression, and the goal closes.

After these edits no error is left:

```diff
@@ -26,5 +26,6 @@
     by_cases h : i = j
     · subst h
-      simp
+      simp only [diagonal_apply_eq, Matrix.add_apply, Matrix.smul_apply, Matrix.one_apply_eq,
+        smul_eq_mul, mul_one, RCLike.ofReal_add, RCLike.ofReal_mul]
     · simp [h]
   simp only [fromLevels, hD, mul_add, add_mul, Matrix.mul_smul, Matrix.smul_mul, mul_one, hUU]
```
